# Removing the off-diagonal elements of a finite Hamiltonian cannot lower its free energy at positive temperature

## A free energy from diagonal energies

A calculation for a system strongly coupled to a bath may replace the system Hamiltonian $H$ by its diagonal part in the eigenbasis of the coupling operator, and then compute a free energy from the diagonal energies alone. For a finite Hermitian matrix and positive temperature, the number obtained this way is an upper bound on the free energy of $H$ itself.

The replacement comes from the ultrastrong limit of the mean-force Gibbs state. There the bath suppresses coherences between different eigenstates of the coupling operator. For a harmonic bath coupled linearly to the system, with the reorganisation energy cancelled by a counterterm, the equilibrium state of the system in this limit is the Gibbs state of

$$H'=\sum_k P_k H P_k ,$$

where $P_k=|k\rangle\langle k|$ projects onto the $k$-th coupling eigenstate. The form of $H'$ is taken as given here. No bath appears and no limit is derived.

## The statement for finite matrices

Let $\beta$ be the inverse temperature, $Z(H)=\operatorname{tr}e^{-\beta H}$ and $F(H)=-\log Z(H)/\beta$. There are two main results.

- `peierls`: for Hermitian $H$ and every real $\beta$, $\sum_i e^{-\beta H_{ii}}\le Z(H)$. By `peierls_eq_iff`, for $\beta\neq0$ equality holds exactly when $H$ is diagonal.
- `freeEnergy_le_projected`: for $\beta>0$, $F(H)\le F(H')$, with equality exactly when $H'=H$.

The finite type `n` labels the basis states, and a Hamiltonian is a complex matrix with the hypothesis `H.IsHermitian`. The coupling eigenstates are the columns of `V`, and `V * Vᴴ = 1` makes them orthonormal. `projectedHamiltonian` is the sum over projectors written above. `partitionFunction` takes the real part of the trace; for Hermitian $H$ nothing is lost, since `exists_levels` and `gibbs_trace` together show that the trace is real. The free-energy theorem also assumes at least one basis state, which makes $Z>0$.

Each $P_k$ has rank one, which fits a coupling operator without degeneracy. Degenerate coupling eigenvalues would keep whole blocks of $H$, and they are not covered. Peierls's inequality is also used for Hamiltonians on infinite-dimensional spaces; `peierls` is the finite-matrix case.

## From a tangent line to the free energy

**Averages of exponentials.** Let $p_k\ge0$ with $\sum_k p_k=1$, and let $a=\sum_k p_kx_k$. The exponential lies above its tangent at $a$:

$$e^{x_k}\ge e^a(1+x_k-a),$$

with equality only at $x_k=a$. Multiplying by $p_k$ and summing gives $\sum_k p_ke^{x_k}\ge e^a$. If the two sides agree, every term with $p_k\ne0$ has $x_k=a$.

**One basis state.** Write $H=U\,\mathrm{diag}(e)\,U^\dagger$ with $U$ unitary and real levels $e_k$. Then $e^{-\beta H}=U\,\mathrm{diag}(e^{-\beta e_k})\,U^\dagger$, so

$$H_{ii}=\sum_k|U_{ik}|^2e_k,\qquad (e^{-\beta H})_{ii}=\sum_k|U_{ik}|^2e^{-\beta e_k}.$$

The weights sum to $(UU^\dagger)_{ii}=1$. Taking $p_k=|U_{ik}|^2$ and $x_k=-\beta e_k$ gives

$$e^{-\beta H_{ii}}\le(e^{-\beta H})_{ii}.$$

If equality holds and $\beta\ne0$, then $U_{ik}e_k=H_{ii}U_{ik}$ for every $k$. Hence, for $j\ne i$,

$$H_{ij}=\sum_kU_{ik}e_kU_{jk}^*=H_{ii}(UU^\dagger)_{ij}=0 .$$

**All basis states.** Summing over $i$ gives $\sum_ie^{-\beta H_{ii}}\le Z(H)$. Equality of the sums forces equality in each term, so $H$ is diagonal. Conversely, a diagonal $H$ has $(e^{-\beta H})_{ii}=e^{-\beta H_{ii}}$.

**The projected Hamiltonian.** Put $M=V^\dagger HV$. Then $H'=V\,\mathrm{diag}(M_{kk})\,V^\dagger$, and since $M$ and $H$ have the same levels,

$$Z(H')=\sum_ke^{-\beta M_{kk}}\le Z(M)=Z(H).$$

For $\beta>0$ the function $-\log Z/\beta$ decreases with $Z$, so $F(H)\le F(H')$. Equality makes $M$ diagonal, and then $H'=VMV^\dagger=H$.

## Two levels, and other convex functions

The smallest case with something to remove has two states. Take zero diagonal energies and a real off-diagonal element $\Delta$. Then $Z(H)=2\cosh\beta\Delta$ and $Z(H')=2$, so

$$F(H')-F(H)=\frac{\log\cosh\beta\Delta}{\beta}.$$

This vanishes as $\beta\to0$ and tends to $|\Delta|$ as $\beta\to\infty$, which is the rise in the ground-state energy when the off-diagonal element is removed.

The argument by hand uses little about the exponential beyond convexity: with a supporting line in place of the tangent, it gives $\sum_if(H_{ii})\le\operatorname{tr}f(H)$ for any convex $f:\mathbb R\to\mathbb R$.

## The Lean file

```lean
import Mathlib

open Matrix

namespace UltrastrongFreeEnergy

noncomputable section

variable {n : Type*} [Fintype n] [DecidableEq n]

/-- The matrix `U diag(e) U†` with real `e`; for unitary `U`, it has the levels `e k` on the columns
of `U`. -/
def levelOperator (U : Matrix n n ℂ) (e : n → ℝ) : Matrix n n ℂ :=
  U * diagonal (fun k => (e k : ℂ)) * Uᴴ

/-- The partition function: the real part of the trace of `exp (-β H)`. -/
def partitionFunction (β : ℝ) (H : Matrix n n ℂ) : ℝ :=
  (trace (NormedSpace.exp (-(β : ℂ) • H))).re

/-- The free energy `-log Z / β`, for nonzero inverse temperature `β` and positive `Z`. -/
def freeEnergy (β : ℝ) (H : Matrix n n ℂ) : ℝ :=
  -Real.log (partitionFunction β H) / β

/-- The operator `|k⟩⟨k|` formed from column `k` of `V`. -/
def basisProjector (V : Matrix n n ℂ) (k : n) : Matrix n n ℂ :=
  V * diagonal (Pi.single k 1) * Vᴴ

/-- The sum over `k` of `P_k H P_k`, where `P_k` is `basisProjector V k`; for unitary `V`, this is
the diagonal part of `H` in the basis formed by the columns of `V`. -/
def projectedHamiltonian (V H : Matrix n n ℂ) : Matrix n n ℂ :=
  ∑ k, basisProjector V k * H * basisProjector V k

omit [DecidableEq n] in
/-- For a probability distribution `p`, the exponential of the mean is at most the mean of the
exponential; if they agree, every value of nonzero probability equals the mean. -/
theorem exp_mean_le (p x : n → ℝ) (a : ℝ) (hp : ∀ k, 0 ≤ p k) (h1 : ∑ k, p k = 1)
    (ha : ∑ k, p k * x k = a) :
    Real.exp a ≤ ∑ k, p k * Real.exp (x k) ∧
      (Real.exp a = ∑ k, p k * Real.exp (x k) → ∀ k, p k ≠ 0 → x k = a) := by
  -- the exponential minus its tangent line at the mean
  have hfac : ∀ k, Real.exp (x k) - Real.exp a * (1 + x k - a)
      = Real.exp a * (Real.exp (x k - a) - (x k - a + 1)) := by
    intro k
    have h : Real.exp (x k) = Real.exp a * Real.exp (x k - a) := by
      rw [← Real.exp_add]
      congr 1
      ring
    rw [h]
    ring
  have hsum : ∑ k, p k * (Real.exp (x k) - Real.exp a * (1 + x k - a))
      = ∑ k, p k * Real.exp (x k) - Real.exp a := by
    have h : ∑ k, p k * (Real.exp (x k) - Real.exp a * (1 + x k - a))
        = ∑ k, p k * Real.exp (x k) - Real.exp a * (1 - a) * ∑ k, p k
          - Real.exp a * ∑ k, p k * x k := by
      rw [Finset.mul_sum, Finset.mul_sum, ← Finset.sum_sub_distrib, ← Finset.sum_sub_distrib]
      exact Finset.sum_congr rfl (fun k _ => by ring)
    rw [h, h1, ha]
    ring
  have hnn : ∀ k ∈ Finset.univ,
      0 ≤ p k * (Real.exp (x k) - Real.exp a * (1 + x k - a)) := by
    intro k _
    rw [hfac]
    exact mul_nonneg (hp k) (mul_nonneg (Real.exp_pos a).le
      (sub_nonneg.mpr (Real.add_one_le_exp _)))
  refine ⟨by linarith [Finset.sum_nonneg hnn], fun heq k hk => ?_⟩
  have hz := (Finset.sum_eq_zero_iff_of_nonneg hnn).mp (by linarith) k (Finset.mem_univ k)
  rw [hfac] at hz
  by_contra hne
  have hlt := Real.add_one_lt_exp (sub_ne_zero.mpr hne)
  exact (mul_ne_zero hk (mul_ne_zero (Real.exp_pos a).ne' (sub_pos.mpr hlt).ne')) hz

/-- A diagonal entry of `levelOperator U e` is the sum of the numbers `e k` weighted by `|U_ik|²`.
-/
theorem levelOperator_diag (U : Matrix n n ℂ) (e : n → ℝ) (i : n) :
    levelOperator U e i i = ((∑ k, Complex.normSq (U i k) * e k : ℝ) : ℂ) := by
  rw [levelOperator, Matrix.mul_apply, Complex.ofReal_sum]
  refine Finset.sum_congr rfl fun k _ => ?_
  rw [Matrix.mul_diagonal, conjTranspose_apply, Complex.ofReal_mul,
    Complex.normSq_eq_conj_mul_self, starRingEnd_apply]
  ring

/-- Every Hermitian matrix has real levels on an orthonormal basis. -/
theorem exists_levels {H : Matrix n n ℂ} (hH : H.IsHermitian) :
    ∃ (U : Matrix n n ℂ) (e : n → ℝ), U * Uᴴ = 1 ∧ H = levelOperator U e := by
  refine ⟨hH.eigenvectorUnitary, hH.eigenvalues,
    Matrix.mem_unitaryGroup_iff.mp hH.eigenvectorUnitary.2, ?_⟩
  have h := hH.spectral_theorem
  rw [Unitary.conjStarAlgAut_apply] at h
  exact h

/-- For unitary `U`, the Gibbs operator has the Boltzmann factors as levels on the same basis. -/
theorem gibbs_levelOperator {U : Matrix n n ℂ} (hU : U * Uᴴ = 1) (e : n → ℝ) (β : ℝ) :
    NormedSpace.exp (-(β : ℂ) • levelOperator U e)
      = levelOperator U (fun k => Real.exp (-β * e k)) := by
  have hinv : U⁻¹ = Uᴴ := Matrix.inv_eq_right_inv hU
  have hunit : IsUnit U := IsUnit.of_mul_eq_one _ hU
  have hd : diagonal (fun k => ((-β * e k : ℝ) : ℂ))
      = -(β : ℂ) • diagonal (fun k => (e k : ℂ)) := by
    ext i j
    by_cases h : i = j
    · subst h
      simp
    · simp [h]
  have h1 : -(β : ℂ) • levelOperator U e
      = U * diagonal (fun k => ((-β * e k : ℝ) : ℂ)) * U⁻¹ := by
    rw [hinv, hd, Matrix.mul_smul, Matrix.smul_mul, levelOperator]
  have hv : NormedSpace.exp (fun k => ((-β * e k : ℝ) : ℂ))
      = fun k => ((Real.exp (-β * e k) : ℝ) : ℂ) := by
    ext k
    rw [Complex.ofReal_exp, Complex.exp_eq_exp_ℂ]
    exact NormedSpace.map_exp (Pi.evalRingHom (fun _ : n => ℂ) k) (continuous_apply k) _
  rw [h1, Matrix.exp_conj _ _ hunit, Matrix.exp_diagonal, hv, hinv, levelOperator]

/-- For unitary `U`, the trace of the Gibbs operator is the real sum of Boltzmann factors. -/
theorem gibbs_trace {U : Matrix n n ℂ} (hU : U * Uᴴ = 1) (e : n → ℝ) (β : ℝ) :
    trace (NormedSpace.exp (-(β : ℂ) • levelOperator U e))
      = ((∑ k, Real.exp (-β * e k) : ℝ) : ℂ) := by
  rw [gibbs_levelOperator hU, levelOperator, Matrix.trace_mul_comm, ← Matrix.mul_assoc,
    mul_eq_one_comm.mp hU, Matrix.one_mul, Matrix.trace_diagonal, Complex.ofReal_sum]

/-- For Hermitian `H`, the Boltzmann factor of the mean energy of a basis state is at most that
state's diagonal entry of `exp (-β H)`; for `β ≠ 0`, equality means that `H` does not couple
the state to any other basis state. -/
theorem boltzmann_mean_energy_le {H : Matrix n n ℂ} (hH : H.IsHermitian) (β : ℝ) (i : n) :
    Real.exp (-β * (H i i).re) ≤ (NormedSpace.exp (-(β : ℂ) • H) i i).re ∧
      (β ≠ 0 → Real.exp (-β * (H i i).re) = (NormedSpace.exp (-(β : ℂ) • H) i i).re →
        ∀ j, i ≠ j → H i j = 0) := by
  obtain ⟨U, e, hU, rfl⟩ := exists_levels hH
  -- the weights of state i on the energy eigenstates sum to one
  have hw : ∑ k, Complex.normSq (U i k) = 1 := by
    have h := levelOperator_diag U (fun _ => 1) i
    simp only [levelOperator, Complex.ofReal_one, diagonal_one, mul_one, hU,
      Matrix.one_apply_eq] at h
    exact_mod_cast h.symm
  have ha : ∑ k, Complex.normSq (U i k) * (-β * e k)
      = -β * (levelOperator U e i i).re := by
    rw [levelOperator_diag, Complex.ofReal_re, Finset.mul_sum]
    exact Finset.sum_congr rfl (fun k _ => by ring)
  have hJ := exp_mean_le _ _ _ (fun k => Complex.normSq_nonneg (U i k)) hw ha
  rw [gibbs_levelOperator hU, levelOperator_diag U (fun k => Real.exp (-β * e k)) i,
    Complex.ofReal_re]
  refine ⟨hJ.1, fun hβ heq j hij => ?_⟩
  -- in the equality case state i only meets levels equal to its mean energy
  have hk : ∀ k, U i k * (e k : ℂ) = ((levelOperator U e i i).re : ℂ) * U i k := by
    intro k
    by_cases hz : U i k = 0
    · simp [hz]
    · have h := mul_left_cancel₀ (neg_ne_zero.mpr hβ)
        (hJ.2 heq k (fun h0 => hz (Complex.normSq_eq_zero.mp h0)))
      rw [← h, mul_comm]
  calc levelOperator U e i j = ∑ k, U i k * (e k : ℂ) * star (U j k) := by
        rw [levelOperator, Matrix.mul_apply]
        simp only [Matrix.mul_diagonal, conjTranspose_apply]
    _ = ((levelOperator U e i i).re : ℂ) * (U * Uᴴ) i j := by
        rw [Matrix.mul_apply, Finset.mul_sum]
        refine Finset.sum_congr rfl fun k _ => ?_
        rw [hk, conjTranspose_apply, mul_assoc]
    _ = 0 := by rw [hU, Matrix.one_apply_ne hij, mul_zero]

/-- Peierls inequality: for Hermitian `H`, the sum of `exp (-β H_ii)` is at most the partition
function. -/
theorem peierls {H : Matrix n n ℂ} (hH : H.IsHermitian) (β : ℝ) :
    ∑ i, Real.exp (-β * (H i i).re) ≤ partitionFunction β H := by
  rw [partitionFunction, Matrix.trace, Complex.re_sum]
  exact Finset.sum_le_sum fun i _ => (boltzmann_mean_energy_le hH β i).1

/-- For Hermitian `H` and `β ≠ 0`, the Peierls inequality is an equality exactly when `H` is
diagonal. -/
theorem peierls_eq_iff {H : Matrix n n ℂ} (hH : H.IsHermitian) {β : ℝ} (hβ : β ≠ 0) :
    ∑ i, Real.exp (-β * (H i i).re) = partitionFunction β H ↔ H.IsDiag := by
  constructor
  · intro h i j hij
    rw [partitionFunction, Matrix.trace, Complex.re_sum] at h
    have hi := (Finset.sum_eq_sum_iff_of_le
      (fun i _ => (boltzmann_mean_energy_le hH β i).1)).mp h i (Finset.mem_univ i)
    exact (boltzmann_mean_energy_le hH β i).2 hβ hi j hij
  · intro hd
    have h : H = levelOperator 1 (fun k => (H k k).re) := by
      have hre : (fun k => ((H k k).re : ℂ)) = H.diag :=
        funext fun k => Complex.conj_eq_iff_re.mp (hH.apply k k)
      rw [levelOperator, hre, hd.diagonal_diag, conjTranspose_one, mul_one, one_mul]
    have hZ := congrArg Complex.re
      (gibbs_trace (U := (1 : Matrix n n ℂ)) (by simp) (fun k => (H k k).re) β)
    rw [← h, Complex.ofReal_re] at hZ
    exact hZ.symm

/-- For Hermitian `H` and any matrix `V`, the sum of `P_k H P_k` equals `V D V†`, where `D` is the
diagonal part of `V† H V`. -/
theorem projectedHamiltonian_eq {H : Matrix n n ℂ} (hH : H.IsHermitian) (V : Matrix n n ℂ) :
    projectedHamiltonian V H = levelOperator V (fun k => ((Vᴴ * H * V) k k).re) := by
  have hM := Matrix.isHermitian_conjTranspose_mul_mul V hH
  have key : ∑ k, diagonal (Pi.single k 1) * (Vᴴ * H * V) * diagonal (Pi.single k 1)
      = diagonal (fun k => (((Vᴴ * H * V) k k).re : ℂ)) := by
    generalize Vᴴ * H * V = M at hM
    ext i j
    simp only [Matrix.sum_apply, Matrix.mul_diagonal, Matrix.diagonal_mul]
    by_cases h : i = j
    · subst h
      rw [diagonal_apply_eq, Complex.conj_eq_iff_re.mp (hM.apply i i)]
      simp [Pi.single_apply]
    · rw [diagonal_apply_ne _ h]
      refine Finset.sum_eq_zero fun k _ => ?_
      by_cases hk : i = k
      · subst hk
        simp [Ne.symm h]
      · simp [Pi.single_apply, hk]
  change _ = V * diagonal (fun k => (((Vᴴ * H * V) k k).re : ℂ)) * Vᴴ
  rw [← key, Matrix.mul_sum, Matrix.sum_mul, projectedHamiltonian]
  refine Finset.sum_congr rfl fun k _ => ?_
  simp only [basisProjector, Matrix.mul_assoc]

/-- For Hermitian `H`, unitary `V` and `β > 0`, projecting the Hamiltonian onto the basis `V`
cannot lower the free energy, and leaves it unchanged only if it leaves `H` unchanged. -/
theorem freeEnergy_le_projected [Nonempty n] {H V : Matrix n n ℂ} (hH : H.IsHermitian)
    (hV : V * Vᴴ = 1) {β : ℝ} (hβ : 0 < β) :
    freeEnergy β H ≤ freeEnergy β (projectedHamiltonian V H) ∧
      (freeEnergy β (projectedHamiltonian V H) = freeEnergy β H ↔
        projectedHamiltonian V H = H) := by
  have hM := Matrix.isHermitian_conjTranspose_mul_mul V hH
  -- the partition function does not depend on the basis
  have hZM : partitionFunction β (Vᴴ * H * V) = partitionFunction β H := by
    obtain ⟨U, e, hU, rfl⟩ := exists_levels hH
    have hW : (Vᴴ * U) * (Vᴴ * U)ᴴ = 1 := by
      calc (Vᴴ * U) * (Vᴴ * U)ᴴ = Vᴴ * (U * Uᴴ) * V := by
            simp only [conjTranspose_mul, conjTranspose_conjTranspose, Matrix.mul_assoc]
        _ = 1 := by rw [hU, Matrix.mul_one, mul_eq_one_comm.mp hV]
    have h : Vᴴ * levelOperator U e * V = levelOperator (Vᴴ * U) e := by
      simp only [levelOperator, conjTranspose_mul, conjTranspose_conjTranspose,
        Matrix.mul_assoc]
    rw [h, partitionFunction, partitionFunction, gibbs_trace hW, gibbs_trace hU]
  have hZP : partitionFunction β (projectedHamiltonian V H)
      = ∑ k, Real.exp (-β * ((Vᴴ * H * V) k k).re) := by
    rw [projectedHamiltonian_eq hH, partitionFunction, gibbs_trace hV, Complex.ofReal_re]
  have hpos : 0 < partitionFunction β (projectedHamiltonian V H) := by
    rw [hZP]
    exact Finset.sum_pos (fun _ _ => Real.exp_pos _) Finset.univ_nonempty
  have hle : partitionFunction β (projectedHamiltonian V H) ≤ partitionFunction β H := by
    rw [hZP, ← hZM]
    exact peierls hM β
  refine ⟨?_, fun h => ?_, fun h => by rw [h]⟩
  · have hlog := Real.log_le_log hpos hle
    unfold freeEnergy
    rw [div_le_div_iff_of_pos_right hβ]
    linarith
  · -- equal free energies force V† H V to be diagonal
    have hlog := neg_injective ((div_left_inj' hβ.ne').mp h)
    have hZ := Real.log_injOn_pos hpos (hpos.trans_le hle) hlog
    have hd := (peierls_eq_iff hM hβ.ne').mp (by rw [← hZP, hZ, hZM])
    have hre : (fun k => (((Vᴴ * H * V) k k).re : ℂ)) = (Vᴴ * H * V).diag :=
      funext fun k => Complex.conj_eq_iff_re.mp (hM.apply k k)
    rw [projectedHamiltonian_eq hH, levelOperator, hre, hd.diagonal_diag]
    calc V * (Vᴴ * H * V) * Vᴴ = (V * Vᴴ) * H * (V * Vᴴ) := by
          simp only [Matrix.mul_assoc]
      _ = H := by rw [hV, Matrix.one_mul, Matrix.mul_one]

end

end UltrastrongFreeEnergy
```

```lean
#print axioms UltrastrongFreeEnergy.freeEnergy_le_projected
-- 'UltrastrongFreeEnergy.freeEnergy_le_projected' depends on axioms: [propext, Classical.choice, Quot.sound]
```

## The derivation in Lean

`exp_mean_le` is the tangent-line step. Its `hfac` writes the gap between exponential and tangent as $e^a$ times $e^{x_k-a}-(x_k-a+1)$, which `Real.add_one_le_exp` makes nonnegative. For the equality case, a vanishing sum of nonnegative terms has only zero terms, and the strict inequality `Real.add_one_lt_exp` then gives $x_k=a$ wherever $p_k\neq0$.

`levelOperator U e` stands for $U\,\mathrm{diag}(e)\,U^\dagger$. `exists_levels` takes this form from Mathlib's spectral theorem, `levelOperator_diag` computes the weighted diagonal entries, and `gibbs_levelOperator` moves the exponential onto the levels. `gibbs_trace` then uses the cyclic property of the trace.

`boltzmann_mean_energy_le` combines these for one basis state. In it, `hw` is the normalisation of the weights, `ha` identifies the mean, and `hk` is the relation $U_{ik}e_k=H_{ii}U_{ik}$; the closing `calc` turns that relation into $H_{ij}=0$. `peierls` sums the bound, and `peierls_eq_iff` passes from equal sums to equal terms.

`projectedHamiltonian_eq` carries out the sum over projectors entry by entry. In `freeEnergy_le_projected`, `hZM` proves $Z(M)=Z(H)$ by noting that $V^\dagger U$ diagonalises $M$ with the same levels `e`. Monotonicity of the logarithm gives the inequality, and its injectivity on positive numbers turns equal free energies into equal partition functions, where `peierls_eq_iff` applies.
